# Landau levels of the $J$-layer chiral graphene model on the oscillator space: $J$ zero modes and energies $\pm\sqrt{n(n-1)\cdots(n-J+1)}$

Landau levels are treated here by algebra alone: orbital states are vectors in a complex vector space $V$ with no inner product, and $a$, $b$ are linear maps on $V$. In the usual Hilbert-space model $b=a^\dagger$, but no adjoint is assumed.

```lean
import Mathlib

open Polynomial

namespace MultilayerGrapheneLandauLevels

variable {V : Type*} [AddCommGroup V] [Module ℂ V]
```

Starting from a vector $v$, define $\varphi_n=b^n v$, written `landauState b v n`. If $b=a^\dagger$, $ab-ba=1$, $av=0$ and $v$ has norm one, the normalised state is $|n\rangle=\varphi_n/\sqrt{n!}$.

```lean
/-- The unnormalised oscillator state obtained by raising `v` with `b` a total of `n` times. -/
def landauState (b : Module.End ℂ V) (v : V) (n : ℕ) : V := (b ^ n) v
```

The oscillator space contains the finite superpositions of these states.

```lean
/-- The oscillator space: all finite superpositions of the states `b ^ n v`. -/
def oscillatorSpace (b : Module.End ℂ V) (v : V) : Submodule ℂ V :=
  Submodule.span ℂ (Set.range (landauState b v))
```

A two-component state $(x,y)$ is an element of `V × V`, and the Hamiltonian is $H(x,y)=(a^Jy,\,b^Jx)$, with its energy prefactor set to one.

```lean
/-- The `J`-layer chiral Hamiltonian on two-component states, `(x, y) ↦ (a ^ J y, b ^ J x)`. -/
def hamiltonian (a b : Module.End ℂ V) (J : ℕ) : Module.End ℂ (V × V) :=
  LinearMap.prod ((a ^ J).comp (LinearMap.snd ℂ V V)) ((b ^ J).comp (LinearMap.fst ℂ V V))
```

This is the non-interacting, one-valley, low-energy model of chirally stacked graphene, without trigonal warping, interlayer bias or Zeeman splitting. Within those limits, its levels provide a check for numerical Landau-level codes.

## A uniform magnetic field: $ab-ba=1$

In a uniform field the two components of kinetic momentum have a constant commutator. Suitably scaled combinations of them are $a$ and $b$, and `h : a * b - b * a = 1` records their relation.

By hand, $ab=ba+1$ gives
$$a\varphi_{n+1}=ab\varphi_n=ba\varphi_n+\varphi_n .$$
For $n=0$ this is $v$, since $av=0$. If $a\varphi_n=n\varphi_{n-1}$ for some $n\ge1$, the right side is $n\varphi_n+\varphi_n=(n+1)\varphi_n$. Hence $a\varphi_{n+1}=(n+1)\varphi_n$ for all $n$. The proof is the same induction, with `hc` as the commutator applied to a vector.

```lean
variable {a b : Module.End ℂ V} {v : V}

/-- The lowering operator takes the state `n + 1` to `n + 1` times the state `n`. -/
theorem lower_landauState (h : a * b - b * a = 1) (hv : a v = 0) (n : ℕ) :
    a (landauState b v (n + 1)) = ((n : ℂ) + 1) • landauState b v n := by
  have hc : ∀ x, a (b x) = b (a x) + x := fun x =>
    sub_eq_iff_eq_add'.mp (LinearMap.congr_fun h x)
  have hs : ∀ k, landauState b v (k + 1) = b (landauState b v k) := fun k => by
    rw [landauState, landauState, pow_succ', Module.End.mul_apply]
  induction n with
  | zero =>
    rw [hs, hc]
    simp [landauState, hv]
  | succ k ih =>
    rw [hs (k + 1), hc, ih, map_smul, ← hs k]
    push_cast
    module
```

Write $d_J(n)=n(n-1)\cdots(n-J+1)$, with $d_0(n)=1$; in Lean this is `n.descFactorial J`. Repeating the lowering step $J$ times gives
$$b^J\varphi_m=\varphi_{m+J},\qquad a^J\varphi_{m+J}=d_J(m+J)\,\varphi_m .$$
The second identity is proved by induction on $J$.

```lean
/-- Raising `J` times takes the state `m` to `m + J`; lowering `J` times brings it back with
the factor `(m + J) (m + J - 1) ... (m + 1)`. -/
theorem ladder_pow (h : a * b - b * a = 1) (hv : a v = 0) (J m : ℕ) :
    (b ^ J) (landauState b v m) = landauState b v (m + J) ∧
    (a ^ J) (landauState b v (m + J)) =
      ((m + J).descFactorial J : ℂ) • landauState b v m := by
  constructor
  · rw [landauState, landauState, ← Module.End.mul_apply, ← pow_add, add_comm]
  · induction J with
    | zero => simp
    | succ J ih =>
      have e : (((m + J + 1).descFactorial (J + 1) : ℕ) : ℂ) =
          (((m + J : ℕ) : ℂ) + 1) * ((m + J).descFactorial J : ℕ) := by
        rw [Nat.succ_descFactorial_succ, Nat.cast_mul, Nat.cast_succ]
      rw [pow_succ, Module.End.mul_apply, ← add_assoc, lower_landauState h hv, map_smul, ih,
        smul_smul, e]
```

Without the commutator the lowering identity can fail: for $a=b=0$ and $v\ne0$, $a\varphi_1=0$ instead of $v$. Every $\varphi_n$ with $n\ge1$ then vanishes, so the states $(0,\varphi_n)$ with $n<J$, which are the zero modes found below, are not independent once $J\ge2$. Finite matrices cannot satisfy the relation on a nonzero space, because a commutator has trace zero. If both components are truncated to $\varphi_0,\dots,\varphi_{N-1}$ with $1\le J\le N$, the truncated $b^J$ annihilates the top $J$ states and creates spurious zero modes in the first component.

## A lowest orbital: $av=0$

The vector $v$ is a lowest Landau orbital. The condition `hv` starts the induction above and stops the descent: for $n<J$, $a^n\varphi_n=n!\,v$, and at least one further $a$ gives zero. The proof splits $a^J$ in this way.

```lean
/-- Lowering `J` times annihilates every oscillator state with `n < J`. -/
theorem lower_pow_eq_zero (h : a * b - b * a = 1) (hv : a v = 0) {J n : ℕ} (hn : n < J) :
    (a ^ J) (landauState b v n) = 0 := by
  obtain ⟨k, rfl⟩ := Nat.exists_eq_add_of_lt hn
  have e : n + k + 1 = k + 1 + n := by omega
  have h1 := (ladder_pow h hv n 0).2
  rw [zero_add] at h1
  rw [e, pow_add, Module.End.mul_apply, h1, map_smul, pow_succ, Module.End.mul_apply]
  simp [landauState, hv]
```

Without it, take differentiation for $a$, multiplication by $X$ for $b$, and $v=X$. Then $av=1$, so $(0,v)$ is not a zero mode for $J=1$.

## An orbital that is present: $v\ne0$

The condition `hv0` makes every $\varphi_n$ nonzero, since $a^n\varphi_n=n!\,v$. Also $ba\,\varphi_n=n\varphi_n$, so the $\varphi_n$ are eigenvectors with distinct eigenvalues and are linearly independent. The proof checks the eigenvalue equation first and then that $\varphi_n\ne0$.

```lean
/-- The oscillator states `b ^ n v` are linearly independent. -/
theorem landauState_linearIndependent (h : a * b - b * a = 1) (hv : a v = 0) (hv0 : v ≠ 0) :
    LinearIndependent ℂ (landauState b v) := by
  -- they are eigenvectors of the number operator `b a` with distinct eigenvalues
  refine Module.End.eigenvectors_linearIndependent' (b * a) (fun n : ℕ => (n : ℂ))
    Nat.cast_injective _ (fun n => ⟨Module.End.mem_eigenspace_iff.mpr ?_, ?_⟩)
  · cases n with
    | zero => simp [landauState, hv]
    | succ k =>
      have hs := (ladder_pow h hv 1 k).1
      rw [pow_one] at hs
      rw [Module.End.mul_apply, lower_landauState h hv, map_smul, hs, Nat.cast_succ]
  · intro h0
    have h1 := (ladder_pow h hv n 0).2
    rw [zero_add, h0, map_zero, Nat.descFactorial_self] at h1
    rcases smul_eq_zero.mp h1.symm with h2 | h2
    · exact Nat.factorial_ne_zero n (Nat.cast_eq_zero.mp h2)
    · exact hv0 (by simpa [landauState] using h2)
```

Independence allows coefficients to be compared. Suppose $T\varphi_m=t_m\varphi_m$, $x=\sum_m c_m\varphi_m$ and $Tx=\mu x$. Then $\sum_m c_m(t_m-\mu)\varphi_m=0$, so $c_m=0$ unless $t_m=\mu$. In the proof, `hz` is this vanishing sum.

```lean
/-- If `T` is diagonal on independent states `b ^ n v` with eigenvalues `t n`, a vector `x` in the
oscillator space with `T x = μ x` is a superposition of the states with `t n = μ`, and if `x` is
nonzero there is at least one such `n`. -/
theorem eigenvector_components (li : LinearIndependent ℂ (landauState b v))
    (T : Module.End ℂ V) (t : ℕ → ℂ) (ht : ∀ m, T (landauState b v m) = t m • landauState b v m)
    {μ : ℂ} {x : V} (hx : x ∈ oscillatorSpace b v) (hT : T x = μ • x) :
    x ∈ Submodule.span ℂ (landauState b v '' {m | t m = μ}) ∧ (x ≠ 0 → ∃ m, t m = μ) := by
  have key : x ∈ Submodule.span ℂ (landauState b v '' {m | t m = μ}) := by
    obtain ⟨c, rfl⟩ := Finsupp.mem_span_range_iff_exists_finsupp.mp hx
    have h1 : T (∑ m ∈ c.support, c m • landauState b v m) =
        μ • ∑ m ∈ c.support, c m • landauState b v m := hT
    rw [map_sum, Finset.smul_sum, ← sub_eq_zero, ← Finset.sum_sub_distrib] at h1
    have hz : ∑ m ∈ c.support, (c m * (t m - μ)) • landauState b v m = 0 := by
      refine Eq.trans (Finset.sum_congr rfl fun m _ => ?_) h1
      rw [map_smul, ht]
      module
    change ∑ m ∈ c.support, c m • landauState b v m ∈ _
    refine Submodule.sum_mem _ fun m hm =>
      Submodule.smul_mem _ _ (Submodule.subset_span ⟨m, ?_, rfl⟩)
    have h2 : c m * (t m - μ) = 0 := linearIndependent_iff'.mp li c.support _ hz m hm
    exact sub_eq_zero.mp ((mul_eq_zero.mp h2).resolve_left (Finsupp.mem_support_iff.mp hm))
  refine ⟨key, fun hx0 => ?_⟩
  by_contra hne
  have he : {m | t m = μ} = ∅ :=
    Set.eq_empty_iff_forall_notMem.mpr fun m hm => hne ⟨m, hm⟩
  rw [he, Set.image_empty, Submodule.span_empty, Submodule.mem_bot] at key
  exact hx0 key
```

It also gives the $J$ independent zero modes $(0,\varphi_n)$, $n<J$: the first component of $H(0,\varphi_n)$ is $a^J\varphi_n=0$ and the second is $b^J0=0$. The index type `Fin J` expresses $n<J$.

```lean
/-- The `J` states `(0, b ^ n v)` with `n < J` are linearly independent zero modes. -/
theorem zero_modes (h : a * b - b * a = 1) (hv : a v = 0) (hv0 : v ≠ 0) (J : ℕ) :
    LinearIndependent ℂ (fun n : Fin J => ((0 : V), landauState b v n)) ∧
    ∀ n : Fin J, hamiltonian a b J (0, landauState b v n) = 0 := by
  constructor
  · exact ((landauState_linearIndependent h hv hv0).comp Fin.val Fin.val_injective).map'
      (LinearMap.inr ℂ V V) (LinearMap.ker_eq_bot.mpr LinearMap.inr_injective)
  · intro n
    exact Prod.ext (lower_pow_eq_zero h hv n.isLt) (map_zero (b ^ J))
```

If $v=0$, all $\varphi_n$ vanish and the oscillator space contains no eigenvector.

## Finite superpositions of one oscillator ladder

The conditions `hx` and `hy` place both components in the oscillator space. Physically, this selects the ladder built on one lowest orbital; other guiding centres supply further ladders and the usual Landau degeneracy.

The hypothesis permits the expansion $x=\sum_m c_m\varphi_m$. If $H(x,y)=0$, then $b^Jx=0$ and $a^Jy=0$. On the ladder,
$$a^Jb^J\varphi_m=d_J(m+J)\varphi_m,\qquad b^Ja^J\varphi_n=d_J(n)\varphi_n .$$
The first factor is never zero, so $x=0$. The second is zero exactly for $n<J$, so $y$ contains only those states. The proof applies `eigenvector_components` to both products with $\mu=0$; the converse follows by linearity.

```lean
/-- A state with both components in the oscillator space has zero energy exactly when its first
component vanishes and its second is a superposition of the `b ^ n v` with `n < J`. -/
theorem zero_modes_complete (h : a * b - b * a = 1) (hv : a v = 0) (hv0 : v ≠ 0) (J : ℕ)
    {x y : V} (hx : x ∈ oscillatorSpace b v) (hy : y ∈ oscillatorSpace b v) :
    hamiltonian a b J (x, y) = 0 ↔
      x = 0 ∧ y ∈ Submodule.span ℂ (landauState b v '' {n | n < J}) := by
  have li := landauState_linearIndependent h hv hv0
  constructor
  · intro hψ
    have h1 : (a ^ J) y = 0 := congrArg Prod.fst hψ
    have h2 : (b ^ J) x = 0 := congrArg Prod.snd hψ
    constructor
    · by_contra hx0
      obtain ⟨m, hm⟩ := (eigenvector_components li (a ^ J * b ^ J)
        (fun m => ((m + J).descFactorial J : ℂ))
        (fun m => by rw [Module.End.mul_apply, (ladder_pow h hv J m).1, (ladder_pow h hv J m).2])
        (μ := 0) hx (by rw [Module.End.mul_apply, h2, map_zero, zero_smul])).2 hx0
      have := Nat.descFactorial_eq_zero_iff_lt.mp ((Nat.cast_eq_zero (R := ℂ)).mp hm)
      omega
    · have hs := (eigenvector_components li (b ^ J * a ^ J)
        (fun n => (n.descFactorial J : ℂ)) (fun n => by
          rw [Module.End.mul_apply]
          rcases lt_or_ge n J with hn | hn
          · rw [lower_pow_eq_zero h hv hn, Nat.descFactorial_eq_zero_iff_lt.mpr hn]
            simp
          · obtain ⟨m, rfl⟩ := Nat.exists_eq_add_of_le' hn
            rw [(ladder_pow h hv J m).2, map_smul, (ladder_pow h hv J m).1])
        (μ := 0) hy (by rw [Module.End.mul_apply, h1, map_zero, zero_smul])).1
      exact Submodule.span_mono (Set.image_mono fun n hn =>
        Nat.descFactorial_eq_zero_iff_lt.mp ((Nat.cast_eq_zero (R := ℂ)).mp hn)) hs
  · rintro ⟨rfl, hs⟩
    have hle : Submodule.span ℂ (landauState b v '' {n | n < J}) ≤ LinearMap.ker (a ^ J) := by
      refine Submodule.span_le.mpr ?_
      rintro _ ⟨n, hn, rfl⟩
      exact LinearMap.mem_ker.mpr (lower_pow_eq_zero h hv hn)
    exact Prod.ext (LinearMap.mem_ker.mp (hle hs)) (map_zero (b ^ J))
```

Without this restriction the spectrum can change completely. On smooth functions of $s>0$, let $a=d/ds$, $b=s$, $v=1$ and $J=1$. For every complex $E\ne0$, $(s^{E^2-1},\,s^{E^2}/E)$ is an eigenvector with eigenvalue $E$. This is an algebraic example, not a physical one: on square-integrable functions of $s>0$, $b$ is not the adjoint of $a$.

## At least one layer: $J>0$

For any $m$, choose $E$ with $E^2=d_J(m+J)$. Then
$$H(E\varphi_m,\varphi_{m+J})=(E^2\varphi_m,\,E\varphi_{m+J})=E\,(E\varphi_m,\varphi_{m+J}).$$
With the Hilbert-space normalisation this state is $(\pm|m\rangle,|m+J\rangle)/\sqrt2$.

```lean
/-- If `E ^ 2 = (m + J) ... (m + 1)`, the state `(E b ^ m v, b ^ (m + J) v)` satisfies the
eigenvalue equation with energy `E`. -/
theorem landau_level (h : a * b - b * a = 1) (hv : a v = 0) (J m : ℕ) {E : ℂ}
    (hE : E ^ 2 = ((m + J).descFactorial J : ℂ)) :
    hamiltonian a b J (E • landauState b v m, landauState b v (m + J)) =
      E • (E • landauState b v m, landauState b v (m + J)) := by
  refine Prod.ext ?_ ?_
  · change (a ^ J) (landauState b v (m + J)) = E • E • landauState b v m
    rw [(ladder_pow h hv J m).2, smul_smul, ← hE, sq]
  · change (b ^ J) (E • landauState b v m) = E • landauState b v (m + J)
    rw [map_smul, (ladder_pow h hv J m).1]
```

Conversely, let $a^Jy=Ex$ and $b^Jx=Ey$ with $(x,y)\ne0$. If $x=0$, then $y\ne0$ and $Ey=0$, so $E=0$. If $x\ne0$, then $a^Jb^Jx=E\,a^Jy=E^2x$, so $E^2=d_J(m+J)$ for some $m$. Setting $n=m+J$ gives the stated energies. The proof makes the same case split, and `hsq` turns the squared equation into the two signs.

The theorem lets $E$ be complex, so the reality of the energies is a conclusion. It lists eigenvalues without multiplicities. The condition `hJ` is used only to supply the zero mode $(0,\varphi_0)$; for $J=0$, $H$ swaps the components and has eigenvalues $\pm1$ only.

```lean
/-- For `J > 0` layers, the eigenvalues on states with both components in the oscillator space
are exactly zero and plus or minus `√(n (n - 1) ... (n - J + 1))` with `n ≥ J`. -/
theorem landau_spectrum (h : a * b - b * a = 1) (hv : a v = 0) (hv0 : v ≠ 0) {J : ℕ}
    (hJ : 0 < J) (E : ℂ) :
    (∃ ψ : V × V, ψ ≠ 0 ∧ ψ.1 ∈ oscillatorSpace b v ∧ ψ.2 ∈ oscillatorSpace b v ∧
      hamiltonian a b J ψ = E • ψ) ↔
    E = 0 ∨ ∃ n : ℕ, J ≤ n ∧ (E = (Real.sqrt (n.descFactorial J : ℝ) : ℂ) ∨
      E = -(Real.sqrt (n.descFactorial J : ℝ) : ℂ)) := by
  have li := landauState_linearIndependent h hv hv0
  have hmem : ∀ n, landauState b v n ∈ oscillatorSpace b v := fun n =>
    Submodule.subset_span ⟨n, rfl⟩
  have hsq : ∀ d : ℕ, E ^ 2 = (d : ℂ) ↔
      E = (Real.sqrt (d : ℝ) : ℂ) ∨ E = -(Real.sqrt (d : ℝ) : ℂ) := fun d => by
    have hs : ((Real.sqrt (d : ℝ) : ℝ) : ℂ) ^ 2 = (d : ℂ) := by
      rw [← Complex.ofReal_pow, Real.sq_sqrt (Nat.cast_nonneg d), Complex.ofReal_natCast]
    rw [← hs]
    exact sq_eq_sq_iff_eq_or_eq_neg
  constructor
  · rintro ⟨⟨x, y⟩, hψ0, hx, _, hψ⟩
    have h1 : (a ^ J) y = E • x := congrArg Prod.fst hψ
    have h2 : (b ^ J) x = E • y := congrArg Prod.snd hψ
    by_cases hx0 : x = 0
    · left
      rw [hx0, map_zero] at h2
      exact (smul_eq_zero.mp h2.symm).resolve_right fun hy0 => hψ0 (Prod.ext hx0 hy0)
    · -- squaring the Hamiltonian decouples the first component
      obtain ⟨m, hm⟩ := (eigenvector_components li (a ^ J * b ^ J)
        (fun m => ((m + J).descFactorial J : ℂ))
        (fun m => by rw [Module.End.mul_apply, (ladder_pow h hv J m).1, (ladder_pow h hv J m).2])
        (μ := E ^ 2) hx
        (by rw [Module.End.mul_apply, h2, map_smul, h1, smul_smul, sq])).2 hx0
      exact Or.inr ⟨m + J, Nat.le_add_left J m, (hsq _).mp hm.symm⟩
  · rintro (rfl | ⟨n, hn, hE⟩)
    · refine ⟨(0, landauState b v 0), fun h0 => li.ne_zero 0 (congrArg Prod.snd h0),
        Submodule.zero_mem _, hmem 0, ?_⟩
      rw [zero_smul]
      exact (zero_modes h hv hv0 J).2 ⟨0, hJ⟩
    · obtain ⟨m, rfl⟩ := Nat.exists_eq_add_of_le' hn
      exact ⟨(E • landauState b v m, landauState b v (m + J)),
        fun h0 => li.ne_zero (m + J) (congrArg Prod.snd h0),
        Submodule.smul_mem _ _ (hmem m), hmem (m + J), landau_level h hv J m ((hsq _).mpr hE)⟩
```

The same elimination by hand treats a bias, with $\Delta$ real and $H_\Delta(x,y)=(\Delta x+a^Jy,\;b^Jx-\Delta y)$. Now $a^Jb^Jx=(E^2-\Delta^2)x$, so the paired levels become $\pm\sqrt{\Delta^2+d_J(n)}$ with $n\ge J$, and the $J$ zero modes move to $-\Delta$.

## Polynomials as an oscillator

Differentiation and multiplication by $X$ on complex polynomials, with $v=1$, meet the three conditions on $a$, $b$ and $v$: $(Xp)'-Xp'=p$, $1'=0$ and $1\ne0$.

```lean
/-- On complex polynomials, differentiation and multiplication by `X` satisfy the oscillator
commutation relation, and differentiation annihilates the nonzero polynomial `1`. -/
theorem oscillator_witness :
    (derivative : Module.End ℂ ℂ[X]) * LinearMap.mulLeft ℂ (X : ℂ[X]) -
      LinearMap.mulLeft ℂ (X : ℂ[X]) * (derivative : Module.End ℂ ℂ[X]) = 1 ∧
    (derivative : Module.End ℂ ℂ[X]) 1 = 0 ∧ (1 : ℂ[X]) ≠ 0 := by
  refine ⟨LinearMap.ext fun p => ?_, derivative_one, one_ne_zero⟩
  change derivative (X * p) - X * derivative p = p
  rw [derivative_mul, derivative_X]
  ring

end MultilayerGrapheneLandauLevels
```

```lean
#print axioms MultilayerGrapheneLandauLevels.zero_modes_complete
-- 'MultilayerGrapheneLandauLevels.zero_modes_complete' depends on axioms: [propext, Classical.choice, Quot.sound]
#print axioms MultilayerGrapheneLandauLevels.landau_spectrum
-- 'MultilayerGrapheneLandauLevels.landau_spectrum' depends on axioms: [propext, Classical.choice, Quot.sound]
```
